# Regularised DIIS has unique coefficients for every positive penalty, and they tend to the uniform average as the penalty grows

Before the next diagonalisation, a Hartree-Fock calculation accelerated by DIIS mixes its stored Fock matrices with coefficients that sum to one. In the regularised variant treated here, these coefficients come from a small linear solve: add $d$ to the diagonal of the residual overlap matrix $B$, solve for the right-hand side of all ones, and divide the solution by the sum of its entries. For real symmetric positive semidefinite $B$ and $d>0$, the matrix to be inverted is non-singular and the sum of entries is non-zero, and the recipe gives the only minimiser of $c^TBc+d\sum_i c_i^2$ among coefficient vectors $c$ of sum one.

## The minimiser and its limit, derived by hand

Let $m\ge 1$ be the number of stored iterations, $B$ a real symmetric positive semidefinite $m\times m$ matrix, and $u$ the vector of $m$ ones. For $d>0$, and with $\mathbf 1$ the identity matrix, define

$$F_d(c)=c^TBc+d\sum_i c_i^2=c^TAc,\qquad A=B+d\mathbf 1 .$$

Call $c$ admissible if $u^Tc=\sum_i c_i=1$. The claim is that $F_d$ has exactly one minimiser among admissible vectors,

$$c^*=\frac{A^{-1}u}{u^TA^{-1}u},$$

and that $c^*\to u/m$ as $d\to\infty$.

The constant $d$ has the units of a squared residual. It sets the price of large coefficients, which nearly dependent residuals can otherwise allow at little cost in $c^TBc$.

**The formula is well defined.** If $c\neq0$, then $c^TBc\ge0$ and $d\sum_i c_i^2>0$, so $F_d(c)>0$. A non-zero $v$ with $Av=0$ would give $F_d(v)=v^TAv=0$, a contradiction; hence $A$ is invertible. Put $y=A^{-1}u$. Since $Ay=u\ne0$, also $y\neq0$, and the normaliser is

$$s=u^Ty=y^TAy=F_d(y)>0 .$$

**The minimiser is unique.** With $c^*=y/s$ we have $u^Tc^*=1$ and $Ac^*=u/s$. Take any admissible $c$ and write $w=c-c^*$, so that $u^Tw=0$. Because $A$ is symmetric, the two cross terms are equal, and

$$F_d(c)=F_d(c^*)+F_d(w)+2w^TAc^*=F_d(c^*)+F_d(w)+\frac{2}{s}w^Tu=F_d(c^*)+F_d(c-c^*).$$

The last term is positive unless $c=c^*$.

**The coefficients approach the average.** The vector $u/m$ is admissible, so $F_d(c^*)\le F_d(u/m)$, which reads

$$c^{*T}Bc^*+d\sum_i (c_i^*)^2\le \frac{u^TBu}{m^2}+\frac dm .$$

Since $\sum_i c_i^*=1$,

$$\sum_i\Big(c_i^*-\frac1m\Big)^2=\sum_i (c_i^*)^2-\frac2m+\frac1m=\sum_i (c_i^*)^2-\frac1m .$$

Omitting the non-negative term $c^{*T}Bc^*$ therefore leaves

$$d\sum_i\Big(c_i^*-\frac1m\Big)^2\le K,\qquad K=\frac{u^TBu}{m^2}.$$

Each coefficient lies within $\sqrt{K/d}$ of $1/m$, and the limit follows.

In the smallest case, $m=1$ and $B=(b)$ with $b\ge0$, the formula gives $c^*=(b+d)^{-1}/(b+d)^{-1}=1$ for every $d>0$. This is the only admissible coefficient, and it already equals the average.

## The functional and the stored residuals

In the Lean file the stored iterations are labelled by a finite type `n`, so $m$ is `Fintype.card n`. The type `k` labels the components of a residual vector.

```lean
import Mathlib

open Matrix Filter Topology

namespace RegularisedDIIS

noncomputable section

variable {n k : Type*} [Fintype n] [Fintype k]
```

A coefficient vector is a function `n → ℝ`. The definition `regError B d c` is $F_d(c)$, with `⬝ᵥ` the dot product and `*ᵥ` the action of a matrix on a vector. The constraint is not part of the definition; it appears as a hypothesis where it is needed.

```lean
/-- The regularised DIIS functional `cᵀ B c + d ∑ cᵢ²` of the extrapolation coefficients `c`. -/
def regError (B : Matrix n n ℝ) (d : ℝ) (c : n → ℝ) : ℝ :=
  c ⬝ᵥ B *ᵥ c + d * ∑ i, c i ^ 2
```

The next theorem connects an abstract $B$ with the DIIS data. Let the columns of $E$ be the stored residuals, for instance the entries of the commutators $FPS-SPF$ written as vectors, where $F$, $P$ and $S$ are the real Fock, density and overlap matrices. Then $B=E^TE$ is positive semidefinite, and $c^TE^TEc=(Ec)^T(Ec)$ is the squared norm of the combined residual. The proof uses Mathlib's result for $E^\dagger E$, where the conjugate transpose of a real matrix is its transpose, and then moves $E^T$ across the dot product.

The combined residual $Ec$ is a linear combination of stored vectors. It is generally not the commutator evaluated at the next iterate, so the theorems concern one extrapolation step and not the convergence of the self-consistent cycle.

```lean
/-- If the columns of `E` are the stored residual vectors, their overlap matrix `Eᵀ E` is positive
semidefinite, and the functional is the squared norm of the extrapolated residual plus the
penalty on the coefficients. -/
theorem residual_overlap (E : Matrix k n ℝ) (d : ℝ) :
    (Eᵀ * E).PosSemidef ∧
      ∀ c, regError (Eᵀ * E) d c = (E *ᵥ c) ⬝ᵥ (E *ᵥ c) + d * ∑ i, c i ^ 2 := by
  constructor
  · have h := Matrix.posSemidef_conjTranspose_mul_self E
    rwa [Matrix.conjTranspose_eq_transpose_of_trivial] at h
  · intro c
    unfold regError
    rw [← Matrix.mulVec_mulVec, Matrix.dotProduct_mulVec, Matrix.vecMul_transpose]
```

## Positivity and the shifted matrix

The hypothesis `B.PosSemidef` includes symmetry for a real matrix. A non-zero `c` has some non-zero component `i`, which makes the sum of squares positive; multiplying by `d` and adding the non-negative quadratic form gives the strict inequality.

```lean
/-- For positive semidefinite `B` and `d > 0` the regularised functional is strictly positive on
every non-zero coefficient vector. -/
theorem regError_pos {B : Matrix n n ℝ} (hB : B.PosSemidef) {d : ℝ} (hd : 0 < d)
    {c : n → ℝ} (hc : c ≠ 0) : 0 < regError B d c := by
  have h1 : 0 ≤ c ⬝ᵥ B *ᵥ c := by
    simpa only [star_trivial] using hB.dotProduct_mulVec_nonneg c
  obtain ⟨i, hi⟩ := Function.ne_iff.1 hc
  have hi' : c i ≠ 0 := hi
  have h2 : 0 < ∑ i, c i ^ 2 :=
    Finset.sum_pos' (fun j _ => sq_nonneg (c j)) ⟨i, Finset.mem_univ i, by positivity⟩
  exact add_pos_of_nonneg_of_pos h1 (mul_pos hd h2)
```

The matrix $A$ is called `shifted B d`.

```lean
variable [DecidableEq n]

/-- The DIIS matrix with its diagonal shifted by `d`. -/
def shifted (B : Matrix n n ℝ) (d : ℝ) : Matrix n n ℝ := B + d • (1 : Matrix n n ℝ)
```

The closed formula is `diisCoeff B d`. Here `1 : n → ℝ` is the vector $u$, and the scalar in front is the reciprocal of $s$. Lean assigns a value to an inverse even when the matrix is singular, so the definition alone does not guarantee that the formula has its intended meaning. The regularity theorem below supplies this guarantee for positive semidefinite $B$ and $d>0$.

```lean
/-- The regularised DIIS coefficients `(B + d 1)⁻¹ u / (uᵀ (B + d 1)⁻¹ u)`, with `u` all ones. -/
def diisCoeff (B : Matrix n n ℝ) (d : ℝ) : n → ℝ :=
  ((1 : n → ℝ) ⬝ᵥ (shifted B d)⁻¹ *ᵥ 1)⁻¹ • ((shifted B d)⁻¹ *ᵥ 1)
```

The two ways of writing the functional agree.

```lean
/-- The regularised functional is the quadratic form of the shifted DIIS matrix. -/
theorem regError_eq (B : Matrix n n ℝ) (d : ℝ) (c : n → ℝ) :
    regError B d c = c ⬝ᵥ shifted B d *ᵥ c := by
  rw [shifted, Matrix.add_mulVec, Matrix.smul_mulVec, Matrix.one_mulVec, dotProduct_add,
    dotProduct_smul, smul_eq_mul]
  simp only [regError, dotProduct, pow_two]
```

The expansion of $F_d(x+w)$ needs the symmetry of $A$, which `hA` derives from that of $B$. The statement `hs` identifies the two cross terms, and `linear_combination` collects them into the factor 2. No sign of `d` is assumed, which later permits the use of this identity at $d=0$.

```lean
/-- Changing the coefficients from `x` to `x + w` changes the functional by its value at `w` plus
a term linear in `w`. -/
theorem regError_add {B : Matrix n n ℝ} (hB : B.PosSemidef) (d : ℝ) (x w : n → ℝ) :
    regError B d (x + w) = regError B d x + regError B d w + 2 * (w ⬝ᵥ shifted B d *ᵥ x) := by
  have hT : Bᵀ = B :=
    (Matrix.conjTranspose_eq_transpose_of_trivial B).symm.trans hB.isHermitian.eq
  have hA : (shifted B d)ᵀ = shifted B d := by
    rw [shifted, Matrix.transpose_add, Matrix.transpose_smul, Matrix.transpose_one, hT]
  -- the shifted matrix is symmetric, so the two cross terms agree
  have hs : x ⬝ᵥ shifted B d *ᵥ w = w ⬝ᵥ shifted B d *ᵥ x := by
    rw [Matrix.dotProduct_mulVec, ← Matrix.mulVec_transpose, hA, dotProduct_comm]
  simp only [regError_eq, Matrix.mulVec_add, add_dotProduct, dotProduct_add]
  linear_combination hs
```

## A non-singular solve with a positive normaliser

The theorem `shifted_regular` assumes that $B$ is positive semidefinite and follows the first step of the derivation. A vanishing determinant would supply a non-zero null vector `v`, against `regError_pos`. Then `hy` says $Ay=u$, `hne` says $y\ne0$, and positivity of $F_d(y)$ becomes positivity of $s$. The assumption `[Nonempty n]`, that is $m\ge1$, ensures that $u$ is not the zero vector.

```lean
/-- For `d > 0` the shifted DIIS matrix is non-singular and the normaliser `uᵀ (B + d 1)⁻¹ u` is
positive. -/
theorem shifted_regular [Nonempty n] {B : Matrix n n ℝ} (hB : B.PosSemidef) {d : ℝ}
    (hd : 0 < d) :
    (shifted B d).det ≠ 0 ∧ 0 < (1 : n → ℝ) ⬝ᵥ (shifted B d)⁻¹ *ᵥ 1 := by
  have hdet : (shifted B d).det ≠ 0 := by
    intro h
    obtain ⟨v, hv, h0⟩ := Matrix.exists_mulVec_eq_zero_iff.2 h
    have hp := regError_pos hB hd hv
    rw [regError_eq, h0, dotProduct_zero] at hp
    exact lt_irrefl _ hp
  refine ⟨hdet, ?_⟩
  have hy : shifted B d *ᵥ ((shifted B d)⁻¹ *ᵥ (1 : n → ℝ)) = 1 := by
    rw [Matrix.mulVec_mulVec, Matrix.mul_nonsing_inv _ (isUnit_iff_ne_zero.2 hdet),
      Matrix.one_mulVec]
  have hne : (shifted B d)⁻¹ *ᵥ (1 : n → ℝ) ≠ 0 := by
    intro h
    rw [h, Matrix.mulVec_zero] at hy
    exact zero_ne_one hy
  have hp := regError_pos hB hd hne
  rwa [regError_eq, hy, dotProduct_comm] at hp
```

## The exact excess over the minimum

For positive semidefinite $B$ and $d>0$, the theorem `regError_excess` states both the normalisation of $c^*$ and the identity $F_d(c)=F_d(c^*)+F_d(c-c^*)$ for admissible $c$. In the proof, `hgrad` is the stationarity condition $Ac^*=u/s$, and `hw` says that the difference of two admissible vectors has zero sum. Substituting both into `regError_add` removes the linear term.

```lean
/-- The regularised DIIS coefficients sum to one, and any other admissible `c` exceeds their
functional value by exactly the functional of the difference. -/
theorem regError_excess [Nonempty n] {B : Matrix n n ℝ} (hB : B.PosSemidef) {d : ℝ}
    (hd : 0 < d) :
    ∑ i, diisCoeff B d i = 1 ∧ ∀ c : n → ℝ, ∑ i, c i = 1 →
      regError B d c = regError B d (diisCoeff B d) + regError B d (c - diisCoeff B d) := by
  obtain ⟨hdet, hpos⟩ := shifted_regular hB hd
  have hone : ∀ v : n → ℝ, ∑ i, v i = (1 : n → ℝ) ⬝ᵥ v := fun v => by simp [dotProduct]
  have hsum : ∑ i, diisCoeff B d i = 1 := by
    rw [hone, diisCoeff, dotProduct_smul, smul_eq_mul, inv_mul_cancel₀ hpos.ne']
  refine ⟨hsum, fun c hc => ?_⟩
  -- stationarity: the gradient at the minimiser is a multiple of the all-ones vector
  have hgrad : shifted B d *ᵥ diisCoeff B d
      = ((1 : n → ℝ) ⬝ᵥ (shifted B d)⁻¹ *ᵥ 1)⁻¹ • (1 : n → ℝ) := by
    rw [diisCoeff, Matrix.mulVec_smul, Matrix.mulVec_mulVec,
      Matrix.mul_nonsing_inv _ (isUnit_iff_ne_zero.2 hdet), Matrix.one_mulVec]
  have hw : (c - diisCoeff B d) ⬝ᵥ (1 : n → ℝ) = 0 := by
    rw [dotProduct_comm, dotProduct_sub, ← hone, ← hone, hc, hsum, sub_self]
  have h := regError_add hB d (diisCoeff B d) (c - diisCoeff B d)
  rw [hgrad, dotProduct_smul, hw, smul_zero, mul_zero, add_zero, add_sub_cancel] at h
  exact h
```

## A bound at finite penalty

The inequality $d\sum_i(c_i^*-1/m)^2\le u^TBu/m^2$ holds for positive semidefinite $B$ and each $d>0$, not just asymptotically. For $B=E^TE$, its right-hand side is the squared norm of the averaged residual.

The proof replaces $1/m$ by a number `r` and retains only the relation $mr=1$. The steps `h1` and `h2` evaluate $F_d(u/m)$ and the squared distance. The steps `h4` and `h5` supply the comparison $F_d(c^*)\le F_d(u/m)$, while `h6` allows the term $c^{*T}Bc^*$ to be omitted. After that, `linarith` combines the inequalities.

```lean
/-- At finite `d` the squared distance of the DIIS coefficients from the uniform average, times
`d`, is at most `uᵀ B u / m²`, with `m` the number of stored iterations. -/
theorem distance_to_average [Nonempty n] {B : Matrix n n ℝ} (hB : B.PosSemidef) {d : ℝ}
    (hd : 0 < d) :
    d * ∑ i, (diisCoeff B d i - (Fintype.card n : ℝ)⁻¹) ^ 2
      ≤ (Fintype.card n : ℝ)⁻¹ ^ 2 * ((1 : n → ℝ) ⬝ᵥ B *ᵥ 1) := by
  obtain ⟨hsum, hex⟩ := regError_excess hB hd
  have hNr : (Fintype.card n : ℝ) * (Fintype.card n : ℝ)⁻¹ = 1 :=
    mul_inv_cancel₀ (Nat.cast_ne_zero.2 Fintype.card_ne_zero)
  generalize (Fintype.card n : ℝ)⁻¹ = r at hNr ⊢
  have hquad : ∀ v : n → ℝ, 0 ≤ v ⬝ᵥ B *ᵥ v := fun v => by
    simpa only [star_trivial] using hB.dotProduct_mulVec_nonneg v
  -- compare the minimiser with the uniform average
  have havg : ∑ i, (r • (1 : n → ℝ)) i = 1 := by
    simp only [Pi.smul_apply, Pi.one_apply, smul_eq_mul, mul_one, Finset.sum_const,
      Finset.card_univ, nsmul_eq_mul]
    exact hNr
  have h1 : regError B d (r • (1 : n → ℝ)) = r ^ 2 * ((1 : n → ℝ) ⬝ᵥ B *ᵥ 1) + d * r := by
    simp only [regError, Matrix.mulVec_smul, smul_dotProduct, dotProduct_smul, smul_eq_mul,
      Pi.smul_apply, Pi.one_apply, mul_one, Finset.sum_const, Finset.card_univ, nsmul_eq_mul]
    linear_combination d * r * hNr
  have h2 : ∑ i, (diisCoeff B d i - r) ^ 2 = ∑ i, diisCoeff B d i ^ 2 - r := by
    have h : ∀ i, (diisCoeff B d i - r) ^ 2
        = diisCoeff B d i ^ 2 - 2 * r * diisCoeff B d i + r ^ 2 := fun i => by ring
    simp only [h, Finset.sum_add_distrib, Finset.sum_sub_distrib, ← Finset.mul_sum, hsum,
      Finset.sum_const, Finset.card_univ, nsmul_eq_mul]
    linear_combination r * hNr
  have h3 : regError B d (diisCoeff B d)
      = diisCoeff B d ⬝ᵥ B *ᵥ diisCoeff B d + d * ∑ i, diisCoeff B d i ^ 2 := rfl
  have h4 : 0 ≤ regError B d (r • (1 : n → ℝ) - diisCoeff B d) :=
    add_nonneg (hquad _) (mul_nonneg hd.le (Finset.sum_nonneg fun i _ => sq_nonneg _))
  have h5 := hex _ havg
  have h6 := hquad (diisCoeff B d)
  rw [h2, mul_sub]
  linarith
```

## Unique minimisation and the large-penalty limit

The main theorem assumes that $B$ is positive semidefinite and has two parts. For every `d > 0`, the coefficients `diisCoeff B d` sum to one, and every different admissible vector has a strictly larger functional value. As `d` runs to infinity with `B` fixed, the coefficients tend to the constant function with value $1/m$.

The first part adds positivity of $F_d(c-c^*)$ to the excess identity. For the second, `tendsto_pi_nhds` reduces convergence of the vector to convergence of each component. A single squared deviation is at most the sum of all of them, so the preceding bound gives $|c_i^*-1/m|\le\sqrt{K/d}$, and `squeeze_zero'` completes the argument.

For an electronic-structure program, this describes two effects of the penalty within a single linear extrapolation in exact arithmetic: any positive $d$ makes the coefficients unique, and a sufficiently large $d$ brings them as close as desired to plain averaging. The theorem does not say which value of $d$ to use, and it does not bound rounding errors in the solve.

```lean
/-- Regularised DIIS: for every `d > 0` the coefficients `(B + d 1)⁻¹ u / (uᵀ (B + d 1)⁻¹ u)` are
the unique minimiser of `cᵀ B c + d ∑ cᵢ²` among coefficients of sum one, and they tend to the
uniform average as `d` tends to infinity. -/
theorem regularised_diis [Nonempty n] {B : Matrix n n ℝ} (hB : B.PosSemidef) :
    (∀ d : ℝ, 0 < d → ∑ i, diisCoeff B d i = 1 ∧
      ∀ c : n → ℝ, ∑ i, c i = 1 → c ≠ diisCoeff B d →
        regError B d (diisCoeff B d) < regError B d c) ∧
    Tendsto (fun d : ℝ => diisCoeff B d) atTop (𝓝 (fun _ => (Fintype.card n : ℝ)⁻¹)) := by
  constructor
  · intro d hd
    obtain ⟨hsum, hex⟩ := regError_excess hB hd
    refine ⟨hsum, fun c hc hne => ?_⟩
    have hp := regError_pos hB hd (sub_ne_zero.2 hne)
    rw [hex c hc]
    linarith
  · refine tendsto_pi_nhds.2 fun i => ?_
    rw [tendsto_iff_norm_sub_tendsto_zero]
    -- each coefficient is within √(K / d) of the uniform value
    have h0 : Tendsto (fun d : ℝ =>
        ((Fintype.card n : ℝ)⁻¹ ^ 2 * ((1 : n → ℝ) ⬝ᵥ B *ᵥ 1)) / d) atTop (𝓝 0) :=
      tendsto_const_nhds.div_atTop tendsto_id
    have h1 := (Real.continuous_sqrt.tendsto 0).comp h0
    rw [Real.sqrt_zero] at h1
    refine squeeze_zero' (Eventually.of_forall fun d => norm_nonneg _) ?_ h1
    filter_upwards [eventually_gt_atTop (0 : ℝ)] with d hd
    rw [Real.norm_eq_abs]
    refine Real.abs_le_sqrt ?_
    rw [le_div_iff₀ hd, mul_comm]
    refine le_trans (mul_le_mul_of_nonneg_left ?_ hd.le) (distance_to_average hB hd)
    exact Finset.single_le_sum
      (f := fun j => (diisCoeff B d j - (Fintype.card n : ℝ)⁻¹) ^ 2)
      (fun j _ => sq_nonneg _) (Finset.mem_univ i)
```

## Lost uniqueness without the penalty

At $d=0$, let $B$ be positive semidefinite and suppose that $Bw=0$ and $\sum_iw_i=0$. Then $c+w$ is admissible whenever $c$ is, and the functional has the same value at both. If $w\neq0$, a minimiser therefore cannot be unique. The proof uses `regError_add` at `d = 0`, with the roles of the two vectors chosen so that the cross term contains $Bw$ and vanishes.

The smallest size at which a non-zero $w$ of this kind exists is $m=2$. Two identical residuals of squared norm $b$ give a matrix $B$ with all four entries equal to $b$, and $w=(1,-1)^T$ satisfies both conditions. Every admissible $c$ then has $c^TBc=b$, whereas any $d>0$ selects $c^*=(1/2,1/2)^T$.

```lean
/-- Without regularisation, adding a null vector of `B` with zero sum to admissible coefficients
keeps them admissible and leaves the functional unchanged. -/
theorem unregularised_degenerate {B : Matrix n n ℝ} (hB : B.PosSemidef) {c w : n → ℝ}
    (hc : ∑ i, c i = 1) (hw : ∑ i, w i = 0) (hBw : B *ᵥ w = 0) :
    ∑ i, (c + w) i = 1 ∧ regError B 0 (c + w) = regError B 0 c := by
  constructor
  · simp only [Pi.add_apply, Finset.sum_add_distrib, hc, hw, add_zero]
  · have hS : shifted B 0 = B := by rw [shifted, zero_smul, add_zero]
    have h := regError_add hB 0 w c
    rw [regError_eq B 0 w, hS, hBw, dotProduct_zero, dotProduct_zero] at h
    rw [add_comm c w, h]
    ring

end

end RegularisedDIIS
```

```lean
#print axioms RegularisedDIIS.residual_overlap
#print axioms RegularisedDIIS.regularised_diis
#print axioms RegularisedDIIS.unregularised_degenerate
```

```
'RegularisedDIIS.residual_overlap' depends on axioms: [propext, Classical.choice, Quot.sound]
'RegularisedDIIS.regularised_diis' depends on axioms: [propext, Classical.choice, Quot.sound]
'RegularisedDIIS.unregularised_degenerate' depends on axioms: [propext, Classical.choice, Quot.sound]
```
